# The staggered combination on an even ring of at least four orbitals has overlap eigenvalue 1 − 2s

A ring of `N` normalised orbitals has real overlap `s` between nearest neighbours and zero overlap between all other distinct pairs. For even `N` with `3 ≤ N`, so at least four sites, `ringOverlap_staggered` states that the overlap matrix sends the unnormalised vector with entries (−1)^i, for i = 0, …, N − 1, to 1 − 2s times itself. The statement is a matrix identity in `s` and does not assume the bound on `s` that actual orbitals must satisfy. The attempt proves this site by site: it expands the matrix action into a site and its two neighbours, then replaces the coefficient at `i + 1` by minus that at `i`. The coefficient at `i - 1` is left to a final `linear_combination` with `hpred`, which says that the coefficient at `i` is minus the one at `i - 1`.

The first attempt, which Lean rejects:

```lean
import Mathlib

open Matrix

namespace RingOverlapBreakdown

/-- Overlap matrix of a ring of `N` normalised orbitals: `1` on the diagonal, `s` between
nearest neighbours, and `0` otherwise. -/
def ringOverlap (N : ℕ) (s : ℝ) : Matrix (ZMod N) (ZMod N) ℝ :=
  Matrix.of fun i j => if j = i then 1 else if j = i + 1 ∨ j = i - 1 then s else 0

/-- The staggered orbital combination, with coefficient `(-1)^i` on site `i`. -/
def staggered (N : ℕ) (i : ZMod N) : ℝ := (-1) ^ i.val

variable {N : ℕ} [NeZero N]

/-- On a ring of at least three sites the overlap matrix couples each coefficient to those of
its two neighbours with strength `s`. -/
theorem ringOverlap_mulVec (hN : 3 ≤ N) (s : ℝ) (x : ZMod N → ℝ) (i : ZMod N) :
    (ringOverlap N s *ᵥ x) i = x i + s * (x (i + 1) + x (i - 1)) := by
  -- the site and its two neighbours are distinct
  have h1 : (1 : ZMod N) ≠ 0 := by
    intro h
    have hd := (CharP.cast_eq_zero_iff (ZMod N) N 1).1 (by exact_mod_cast h)
    have := Nat.le_of_dvd (by norm_num) hd
    omega
  have h2 : (2 : ZMod N) ≠ 0 := by
    intro h
    have hd := (CharP.cast_eq_zero_iff (ZMod N) N 2).1 (by exact_mod_cast h)
    have := Nat.le_of_dvd (by norm_num) hd
    omega
  have e1 : i ≠ i + 1 := fun h => h1 (by linear_combination -h)
  have e2 : i ≠ i - 1 := fun h => h1 (by linear_combination h)
  have e3 : i + 1 ≠ i - 1 := fun h => h2 (by linear_combination h)
  have hentry : ∀ j, ringOverlap N s i j * x j = (if j = i then x j else 0) +
      s * ((if j = i + 1 then x j else 0) + (if j = i - 1 then x j else 0)) := by
    intro j
    by_cases a : j = i
    · rw [a]
      simp only [ringOverlap, Matrix.of_apply, e1, e2, if_true, if_false]
      ring
    by_cases b : j = i + 1
    · rw [b]
      simp only [ringOverlap, Matrix.of_apply, e1.symm, e3, true_or, if_true, if_false]
      ring
    by_cases c : j = i - 1
    · rw [c]
      simp only [ringOverlap, Matrix.of_apply, e2.symm, e3.symm, or_true, if_true, if_false]
      ring
    · simp only [ringOverlap, Matrix.of_apply, a, b, c, or_self, if_false]
      ring
  change ∑ j, ringOverlap N s i j * x j = _
  rw [Finset.sum_congr rfl (fun j _ => hentry j)]
  simp only [Finset.sum_add_distrib, ← Finset.mul_sum, Finset.sum_ite_eq', Finset.mem_univ,
    if_true]

/-- On an even ring the staggered combination changes sign from each site to the next. -/
theorem staggered_succ (hev : Even N) (i : ZMod N) :
    staggered N (i + 1) = -staggered N i := by
  have hN : 1 < N := by
    have := NeZero.ne N
    obtain ⟨k, hk⟩ := hev
    omega
  -- reduction modulo an even N preserves parity
  have key : (-1 : ℝ) ^ (i.val + 1) = (-1) ^ ((i.val + 1) % N) := by
    conv_lhs => rw [← Nat.div_add_mod (i.val + 1) N, pow_add, pow_mul, hev.neg_one_pow,
      one_pow, one_mul]
  unfold staggered
  rw [ZMod.val_add, ZMod.val_one_eq_one_mod, Nat.mod_eq_of_lt hN, ← key, pow_succ]
  ring

/-- On an even ring of at least three sites (hence at least four) the staggered combination is an
eigenvector of the overlap matrix with eigenvalue `1 - 2 s`. -/
theorem ringOverlap_staggered (hN : 3 ≤ N) (hev : Even N) (s : ℝ) :
    ringOverlap N s *ᵥ staggered N = (1 - 2 * s) • staggered N := by
  ext i
  have hpred := staggered_succ hev (i - 1)
  rw [sub_add_cancel] at hpred
  rw [ringOverlap_mulVec hN, staggered_succ hev, Pi.smul_apply, smul_eq_mul]
  linear_combination (-s) * hpred

end RingOverlapBreakdown
```

Compiling this gives:

```
Main.lean:80:2: error: ring failed, ring expressions not equal
N : ℕ
inst✝ : NeZero N
hN : 3 ≤ N
hev : Even N
s : ℝ
i : ZMod N
hpred : staggered N i = -staggered N (i - 1)
⊢ staggered N i * s * 2 + s * staggered N (i - 1) * 2 = 0
```

What went wrong. The error is a wrong sign in the last step. Write a for `staggered N i` and b for `staggered N (i - 1)`. After the rewrites the goal is a + s(−a + b) = (1 − 2s)a, whose left side minus right side is s(a + b). The hypothesis `hpred` is a = −b, whose left side minus right side is a + b.

`linear_combination` subtracts the chosen multiple of the hypothesis from the goal and asks `ring` to show that nothing remains. With the coefficient `-s` the two contributions add instead of cancelling, leaving 2s(a + b) = 0, which is the equation in the message. `ring` cannot close it, because it treats a and b as unrelated quantities and does not use `hpred` itself.

The diff changes the coefficient to `s`. The remainder is then s(a + b) − s(a + b), which `ring` reduces to zero.

The repair, with which the file compiles:

```diff
@@ -78,5 +78,5 @@
   rw [sub_add_cancel] at hpred
   rw [ringOverlap_mulVec hN, staggered_succ hev, Pi.smul_apply, smul_eq_mul]
-  linear_combination (-s) * hpred
+  linear_combination s * hpred
 
 end RingOverlapBreakdown
```
